# Kramers-symmetric matrices as quaternion matrices of half the size, with a count of the Hermitian ones

If a two-component code updates the four spin blocks of a time-reversal-symmetric Fock matrix independently, an error in one block need not be matched in the others. The matrix then loses its symmetry, and degenerate Kramers pairs can split. The problems below find which entries are independent, for matrices in a finite basis whose time-reversal symmetry is assumed.

Take orthonormal real orbitals, each with spin up and spin down. In Lean the type `n` labels the orbitals, and `n ⊕ n` lists the spin-up components first, then the spin-down ones. In formulas $n$ is the number of orbitals, `Fintype.card n`. A bar means entrywise conjugation (`starRingEnd ℂ`), and $\dagger$ the conjugate transpose. Time reversal is $Tv=J\bar v$, where $J=i\sigma_y$ acts on spin.

```lean
import Mathlib

open scoped Matrix

namespace KramersQuaternion

noncomputable section

variable {n : Type*} [Fintype n] [DecidableEq n]

/-- The spin matrix `J = [[0, 1], [-1, 0]]`, written in blocks over the orbital indices. -/
def J (n : Type*) [DecidableEq n] : Matrix (n ⊕ n) (n ⊕ n) ℂ :=
  Matrix.fromBlocks 0 1 (-1) 0

/-- Time reversal of a spinor: complex conjugation followed by `J`. -/
def timeReversal (v : n ⊕ n → ℂ) : n ⊕ n → ℂ := J n *ᵥ star v
```

## (a) Commuting with time reversal

Show that $HTv=THv$ for every spinor $v$ exactly when
$$HJ=J\bar H.$$

**Solution.** We have $HTv=HJ\bar v$ and $THv=J\,\overline{Hv}=J\bar H\bar v$, so the relation implies commutation. Conversely, put $v=\bar w$. Then $HJw=J\bar Hw$ for every $w$, and the two matrices are equal. In the proof, `key` is the identity $\overline{Hv}=\bar H\bar v$.

```lean
/-- A matrix commutes with time reversal on all spinors exactly when `H J = J conj(H)`. -/
theorem commutes_timeReversal_iff (H : Matrix (n ⊕ n) (n ⊕ n) ℂ) :
    (∀ v, H *ᵥ timeReversal v = timeReversal (H *ᵥ v)) ↔
      H * J n = J n * H.map (starRingEnd ℂ) := by
  have key : ∀ v, star (H *ᵥ v) = H.map (starRingEnd ℂ) *ᵥ star v := by
    intro v
    ext i
    simp [Matrix.mulVec, dotProduct]
  constructor
  · intro h
    refine Matrix.toLin'.injective (LinearMap.ext fun w => ?_)
    have hw := h (star w)
    simp only [timeReversal, key, star_star, Matrix.mulVec_mulVec] at hw
    simpa only [Matrix.toLin'_apply] using hw
  · intro h v
    simp only [timeReversal, key, Matrix.mulVec_mulVec, h]
```

## (b) The block form

Show that the matrices obeying (a) form a real algebra, and that they are exactly
$$H=\begin{pmatrix}A&B\\-\bar B&\bar A\end{pmatrix}.$$

**Solution.** If $H$ and $K$ are two matrices obeying (a), then $HKJ=HJ\bar K=J\bar H\bar K=J\,\overline{HK}$, so their product obeys it too. Sums and real multiples of the identity also obey the relation.

```lean
/-- The real algebra of matrices with Kramers symmetry, `H J = J conj(H)`. -/
def kramersAlgebra (n : Type*) [Fintype n] [DecidableEq n] :
    Subalgebra ℝ (Matrix (n ⊕ n) (n ⊕ n) ℂ) where
  carrier := {H | H * J n = J n * H.map (starRingEnd ℂ)}
  mul_mem' := by
    intro a b ha hb
    simp only [Set.mem_ofPred_eq] at *
    rw [Matrix.map_mul, Matrix.mul_assoc, hb, ← Matrix.mul_assoc, ha, Matrix.mul_assoc]
  add_mem' := by
    intro a b ha hb
    simp only [Set.mem_ofPred_eq] at *
    have h : (a + b).map (starRingEnd ℂ)
        = a.map (starRingEnd ℂ) + b.map (starRingEnd ℂ) := by
      ext i j
      simp
    rw [h, Matrix.add_mul, Matrix.mul_add, ha, hb]
  algebraMap_mem' := by
    intro r
    simp only [Set.mem_ofPred_eq, Algebra.algebraMap_eq_smul_one]
    have h : (r • (1 : Matrix (n ⊕ n) (n ⊕ n) ℂ)).map (starRingEnd ℂ) = r • 1 := by
      ext i j
      by_cases hij : i = j <;> simp [hij]
    rw [h, Matrix.smul_mul, Matrix.mul_smul, Matrix.one_mul, Matrix.mul_one]
```

Now write $H=\begin{pmatrix}A&B\\C&D\end{pmatrix}$. Then
$$HJ=\begin{pmatrix}-B&A\\-D&C\end{pmatrix},\qquad J\bar H=\begin{pmatrix}\bar C&\bar D\\-\bar A&-\bar B\end{pmatrix}.$$
The lower blocks give $D=\bar A$ and $C=-\bar B$; the upper ones repeat this, conjugated. Lean also compares the lower blocks, and it checks the converse by multiplying out.

In a calculation, a program can store only $A$ and $B$ and fill in the lower blocks as $-\bar B$ and $\bar A$, so that the symmetry holds by construction. For a matrix assembled in full, the size of $HJ-J\bar H$ measures the symmetry error.

```lean
/-- A matrix has Kramers symmetry exactly when it is `[[A, B], [-conj B, conj A]]`. -/
theorem mem_kramersAlgebra_iff (H : Matrix (n ⊕ n) (n ⊕ n) ℂ) :
    H ∈ kramersAlgebra n ↔ ∃ A B : Matrix n n ℂ, H = Matrix.fromBlocks A B
      (-(B.map (starRingEnd ℂ))) (A.map (starRingEnd ℂ)) := by
  change H * J n = J n * H.map (starRingEnd ℂ) ↔ _
  constructor
  · intro h
    -- compare the lower blocks of both products
    rw [← Matrix.fromBlocks_toBlocks H, J, Matrix.fromBlocks_map, Matrix.fromBlocks_multiply,
      Matrix.fromBlocks_multiply, Matrix.fromBlocks_inj] at h
    simp only [Matrix.mul_zero, Matrix.mul_one, Matrix.mul_neg, Matrix.zero_mul,
      Matrix.one_mul, Matrix.neg_mul, zero_add, add_zero, neg_inj] at h
    refine ⟨H.toBlocks₁₁, H.toBlocks₁₂, ?_⟩
    rw [← h.2.2.1, ← h.2.2.2, Matrix.fromBlocks_toBlocks]
  · rintro ⟨A, B, rfl⟩
    rw [J, Matrix.fromBlocks_map, Matrix.fromBlocks_multiply, Matrix.fromBlocks_multiply]
    congr 1 <;> ext i j <;> simp
```

## (c) Multiplying quaternions by their complex parts

Write $q=a+bi+cj+dk=z+wj$, with $z=a+bi$ (`fstPart`) and $w=c+di$ (`sndPart`). Show that
$$(z+wj)(z'+w'j)=(zz'-w\bar w')+(zw'+w\bar z')j.$$

**Solution.** Expand, using $jz'=\bar z'j$ and $j^2=-1$. Lean compares real and imaginary parts.

```lean
/-- The complex number `a + b i` in the quaternion `a + b i + c j + d k`. -/
def fstPart : Quaternion ℝ →ₗ[ℝ] ℂ where
  toFun q := ⟨q.re, q.imI⟩
  map_add' p q := by apply Complex.ext <;> simp
  map_smul' r q := by apply Complex.ext <;> simp

/-- The complex number `c + d i` in the quaternion `a + b i + c j + d k`. -/
def sndPart : Quaternion ℝ →ₗ[ℝ] ℂ where
  toFun q := ⟨q.imJ, q.imK⟩
  map_add' p q := by apply Complex.ext <;> simp
  map_smul' r q := by apply Complex.ext <;> simp

/-- The two complex parts of a product of quaternions. -/
theorem parts_mul (p q : Quaternion ℝ) :
    fstPart (p * q) = fstPart p * fstPart q - sndPart p * starRingEnd ℂ (sndPart q) ∧
    sndPart (p * q) = fstPart p * sndPart q + sndPart p * starRingEnd ℂ (fstPart q) := by
  constructor <;> apply Complex.ext <;> simp [fstPart, sndPart] <;> ring
```

## (d) Products of matrices

Split a quaternion matrix entrywise as $X=A+Bj$, and let $\Phi(X)$ (`toComplex`) be the block matrix of (b). Show that
$$\Phi(PQ)=\Phi(P)\Phi(Q).$$

**Solution.** Let $P=A+Bj$ and $Q=C+Dj$. Summing (c) over the inner index gives $PQ$ the parts $AC-B\bar D$ and $AD+B\bar C$. These are the upper blocks of $\Phi(P)\Phi(Q)$. Its lower blocks, $-\bar BC-\bar A\bar D$ and $\bar A\bar C-\bar BD$, are the required conjugates. Lean does this entry by entry, matching the summands with `ring`.

```lean
/-- The complex matrix `[[A, B], [-conj B, conj A]]` built from the two complex parts
`A` and `B` of a quaternion matrix. -/
def toComplex (Q : Matrix n n (Quaternion ℝ)) : Matrix (n ⊕ n) (n ⊕ n) ℂ :=
  Matrix.fromBlocks (Q.map fstPart) (Q.map sndPart)
    (-((Q.map sndPart).map (starRingEnd ℂ))) ((Q.map fstPart).map (starRingEnd ℂ))

omit [DecidableEq n] in
/-- Products of quaternion matrices become products of complex matrices. -/
theorem toComplex_mul (P Q : Matrix n n (Quaternion ℝ)) :
    toComplex (P * Q) = toComplex P * toComplex Q := by
  ext (i | i) (j | j) <;>
  simp only [toComplex, Matrix.mul_apply, Fintype.sum_sum_type, Matrix.fromBlocks_apply₁₁,
    Matrix.fromBlocks_apply₁₂, Matrix.fromBlocks_apply₂₁, Matrix.fromBlocks_apply₂₂,
    Matrix.map_apply, Matrix.neg_apply, map_sum, (parts_mul _ _).1, (parts_mul _ _).2,
    map_add, map_sub, map_mul, Complex.conj_conj, ← Finset.sum_add_distrib,
    ← Finset.sum_neg_distrib] <;>
  exact Finset.sum_congr rfl fun k _ => by ring
```

## (e) The isomorphism

Show that $\Phi$ is an isomorphism of real algebras,
$$M_n(\mathbb H)\cong\{H\in M_{2n}(\mathbb C):HJ=J\bar H\}.$$

**Solution.** By (b), the upper blocks determine $H$ and are arbitrary. Their real and imaginary parts are the four quaternion components, which gives the inverse `invFun`. Products are (d); sums and real multiples of the identity are preserved entrywise.

```lean
/-- The isomorphism of real algebras between quaternion matrices and complex matrices
of twice the size with Kramers symmetry. -/
def quaternionEquiv (n : Type*) [Fintype n] [DecidableEq n] :
    Matrix n n (Quaternion ℝ) ≃ₐ[ℝ] kramersAlgebra n where
  toFun Q := ⟨toComplex Q, (mem_kramersAlgebra_iff _).2 ⟨_, _, rfl⟩⟩
  invFun H := Matrix.of fun i j =>
    ⟨(H.1 (.inl i) (.inl j)).re, (H.1 (.inl i) (.inl j)).im,
      (H.1 (.inl i) (.inr j)).re, (H.1 (.inl i) (.inr j)).im⟩
  left_inv Q := by
    ext i j <;> simp [toComplex, fstPart, sndPart] <;> rfl
  right_inv := by
    rintro ⟨H, hH⟩
    obtain ⟨A, B, rfl⟩ := (mem_kramersAlgebra_iff H).1 hH
    apply Subtype.ext
    ext (i | i) (j | j) <;> simp [toComplex, fstPart, sndPart] <;> rfl
  map_mul' P Q := Subtype.ext (toComplex_mul P Q)
  map_add' P Q := by
    apply Subtype.ext
    change toComplex (P + Q) = toComplex P + toComplex Q
    ext (i | i) (j | j) <;> simp [toComplex, add_comm]
  commutes' r := by
    apply Subtype.ext
    change toComplex (algebraMap ℝ _ r) = algebraMap ℝ (Matrix (n ⊕ n) (n ⊕ n) ℂ) r
    have h1 : fstPart 1 = 1 := by apply Complex.ext <;> simp [fstPart] <;> rfl
    have h2 : sndPart 1 = 0 := by apply Complex.ext <;> simp [sndPart] <;> rfl
    rw [Algebra.algebraMap_eq_smul_one, Algebra.algebraMap_eq_smul_one]
    ext (i | i) (j | j) <;> by_cases h : i = j <;>
      simp [toComplex, h, h1, h2]
```

## (f) Adjoints

Show that
$$\Phi(Q^\dagger)=\Phi(Q)^\dagger,$$
where $Q^\dagger$ is the quaternion conjugate transpose.

**Solution.** The conjugate of $z+wj$ is $\bar z-wj$, so for $Q=A+Bj$ the matrix $Q^\dagger$ has parts $A^\dagger$ and $-B^T$. Both sides are therefore
$$\begin{pmatrix}A^\dagger&-B^T\\B^\dagger&A^T\end{pmatrix}.$$
In Lean, `h1` and `h2` are the two conjugation rules.

```lean
/-- The isomorphism sends the quaternion conjugate transpose to the complex adjoint. -/
theorem quaternionEquiv_adjoint (Q : Matrix n n (Quaternion ℝ)) :
    (quaternionEquiv n Qᴴ).1 = (quaternionEquiv n Q).1ᴴ := by
  change toComplex Qᴴ = (toComplex Q)ᴴ
  have h1 : ∀ q, fstPart (star q) = starRingEnd ℂ (fstPart q) := by
    intro q
    apply Complex.ext <;> simp [fstPart]
  have h2 : ∀ q, sndPart (star q) = -sndPart q := by
    intro q
    apply Complex.ext <;> simp [sndPart]
  ext (i | i) (j | j) <;> simp [toComplex, Matrix.conjTranspose_apply, h1, h2]
```

## (g) Counting Hermitian matrices

Let $K$ be a number system of finite real dimension $d$, with a conjugation whose self-conjugate elements are the real multiples of 1. The diagonal entries of a Hermitian matrix are then real; for a Fock matrix they are the expectation values of the Fock operator in the basis orbitals. Show that the Hermitian $N\times N$ matrices over $K$ have
$$\dim_{\mathbb R}=N+\frac{N(N-1)}2\,d.$$

**Solution.** The diagonal is real, the entries above it are free, and those below are their conjugates. If $p$ positions lie above the diagonal, then $N^2=2p+N$. In Lean, `re`, `hone` and `hself` express the condition on $K$, `e` is the correspondence with the free data, and `hs'` gives $p$.

```lean
/-- Quaternion conjugation commutes with multiplication by real numbers. -/
instance : StarModule ℝ (Quaternion ℝ) := ⟨fun r q => by ext <;> simp⟩

/-- The real vector space of Hermitian matrices with entries in `K`. -/
def hermitian (m K : Type*) [Ring K] [StarRing K] [Algebra ℝ K] [StarModule ℝ K] :
    Submodule ℝ (Matrix m m K) where
  carrier := {M | Mᴴ = M}
  zero_mem' := Matrix.conjTranspose_zero
  add_mem' := by
    intro a b ha hb
    simp only [Set.mem_ofPred_eq] at *
    rw [Matrix.conjTranspose_add, ha, hb]
  smul_mem' := by
    intro r a ha
    simp only [Set.mem_ofPred_eq] at *
    rw [Matrix.conjTranspose_smul, ha, star_trivial]

/-- If the self-conjugate elements of `K` are the real multiples of 1, read off by a linear real
part with `re 1 = 1`, then Hermitian `N` by `N` matrices have real dimension `N + N(N-1)/2 · dim K`,
for `K` of finite real dimension. -/
theorem finrank_hermitian {m K : Type*} [Fintype m] [Ring K] [StarRing K] [Algebra ℝ K]
    [StarModule ℝ K] [Module.Finite ℝ K] (re : K →ₗ[ℝ] ℝ) (hone : re 1 = 1)
    (hself : ∀ x : K, star x = x → re x • (1 : K) = x) :
    (Module.finrank ℝ (hermitian m K) : ℝ) = Fintype.card m +
      Fintype.card m * (Fintype.card m - 1) / 2 * Module.finrank ℝ K := by
  let : LinearOrder m :=
    LinearOrder.lift' (Fintype.equivFin m) (Fintype.equivFin m).injective
  -- a Hermitian matrix is its real diagonal together with its upper triangle
  let e : hermitian m K ≃ₗ[ℝ] (m → ℝ) × ({p : m × m // p.1 < p.2} → K) :=
    { toFun := fun M => (fun i => re (M.1 i i), fun p => M.1 p.1.1 p.1.2)
      map_add' := fun M N => by
        apply Prod.ext <;> funext i <;> simp
      map_smul' := fun r M => by
        apply Prod.ext <;> funext i <;> simp
      invFun := fun x => ⟨Matrix.of fun i j =>
          if h : i < j then x.2 ⟨(i, j), h⟩
          else if h' : j < i then star (x.2 ⟨(j, i), h'⟩) else x.1 i • (1 : K), by
        change Matrix.conjTranspose _ = _
        apply Matrix.ext
        intro i j
        rcases lt_trichotomy i j with h | rfl | h
        · simp [Matrix.conjTranspose_apply, h, lt_asymm h]
        · simp [Matrix.conjTranspose_apply]
        · simp [Matrix.conjTranspose_apply, h, lt_asymm h]⟩
      left_inv := fun M => by
        have h0 : M.1ᴴ = M.1 := M.2
        have hM : ∀ i j, star (M.1 j i) = M.1 i j := fun i j => congrFun (congrFun h0 i) j
        apply Subtype.ext
        apply Matrix.ext
        intro i j
        rcases lt_trichotomy i j with h | rfl | h
        · simp [h]
        · simpa using hself _ (hM i i)
        · simp [h, lt_asymm h, hM]
      right_inv := fun x => by
        apply Prod.ext
        · funext i
          simp [hone]
        · funext ⟨⟨i, j⟩, h⟩
          have h' : i < j := h
          simp [h'] }
  -- count the pairs above the diagonal
  have hc : Fintype.card {p : m × m // p.1 < p.2}
      = ∑ i : m, ∑ j : m, if i < j then 1 else 0 := by
    rw [Fintype.card_subtype, Finset.card_filter, Fintype.sum_prod_type]
  have hone' : ∀ i j : m, (if i < j then 1 else 0) + (if j < i then 1 else 0)
      + (if i = j then 1 else 0) = (1 : ℕ) := by
    intro i j
    rcases lt_trichotomy i j with h | rfl | h
    · simp [h, lt_asymm h, h.ne]
    · simp
    · simp [h, lt_asymm h, h.ne']
  have hs : ∑ i : m, ∑ j : m, ((if i < j then 1 else 0) + (if j < i then 1 else 0)
      + (if i = j then 1 else 0)) = Fintype.card m * Fintype.card m := by
    simp only [hone', Finset.sum_const, Finset.card_univ, smul_eq_mul, mul_one]
  have hswap : (∑ i : m, ∑ j : m, if j < i then 1 else 0)
      = ∑ i : m, ∑ j : m, if i < j then (1 : ℕ) else 0 := Finset.sum_comm
  simp only [Finset.sum_add_distrib, Finset.sum_ite_eq, Finset.mem_univ, ↓reduceIte,
    Finset.sum_const, Finset.card_univ, smul_eq_mul, mul_one] at hs
  rw [hswap, ← hc] at hs
  have hs' : (Fintype.card {p : m × m // p.1 < p.2} : ℝ)
      = Fintype.card m * (Fintype.card m - 1) / 2 := by
    have h : ((Fintype.card {p : m × m // p.1 < p.2} : ℝ)
        + Fintype.card {p : m × m // p.1 < p.2}) + Fintype.card m
        = Fintype.card m * Fintype.card m := by exact_mod_cast hs
    linarith
  rw [e.finrank_eq, Module.finrank_prod, Module.finrank_fintype_fun_eq_card,
    Module.finrank_pi_fintype, Finset.sum_const, Finset.card_univ, smul_eq_mul]
  push_cast
  rw [hs']
```

## (h) Without time-reversal symmetry

Show that all Hermitian complex matrices of size $2n$ have real dimension
$$4n^2.$$

**Solution.** Put $N=2n$ and $d=2$ in (g): $2n+2n(2n-1)=4n^2$.

```lean
omit [DecidableEq n] in
/-- All Hermitian matrices on `n` orbitals with two spin components: real dimension `4n²`. -/
theorem finrank_hermitian_complex :
    Module.finrank ℝ (hermitian (n ⊕ n) ℂ) = 4 * Fintype.card n ^ 2 := by
  have h := finrank_hermitian (m := n ⊕ n) (K := ℂ) Complex.reCLM.toLinearMap (by simp) (by
    intro x hx
    have h1 := congrArg Complex.im hx
    simp at h1
    apply Complex.ext <;> simp
    linarith)
  rw [Complex.finrank_real_complex, Fintype.card_sum] at h
  push_cast at h
  have h' : (Module.finrank ℝ (hermitian (n ⊕ n) ℂ) : ℝ) = 4 * (Fintype.card n : ℝ) ^ 2 := by
    rw [h]
    ring
  exact_mod_cast h'
```

## (i) With time-reversal symmetry

Show that the Hermitian matrices obeying (a) have real dimension
$$n(2n-1).$$

**Solution.** By (e) and (f), $\Phi$ maps the Hermitian quaternion matrices onto them; this is `hmap`. Put $N=n$ and $d=4$ in (g): $n+2n(n-1)=n(2n-1)$. Lean states the result in the integers, where the subtraction is the ordinary one.

In storage terms, $A$ is Hermitian and $B$ antisymmetric, giving $n^2+n(n-1)$ real numbers. For one orbital a single number remains, the common energy of the Kramers pair.

```lean
/-- The Hermitian matrices with Kramers symmetry, as a real vector space. -/
def kramersHermitian (n : Type*) [Fintype n] [DecidableEq n] :
    Submodule ℝ (Matrix (n ⊕ n) (n ⊕ n) ℂ) :=
  Subalgebra.toSubmodule (kramersAlgebra n) ⊓ hermitian (n ⊕ n) ℂ

/-- Hermitian matrices with Kramers symmetry on `n` orbitals have real dimension `n(2n-1)`. -/
theorem finrank_kramersHermitian :
    (Module.finrank ℝ (kramersHermitian n) : ℤ)
      = Fintype.card n * (2 * Fintype.card n - 1) := by
  let L : Matrix n n (Quaternion ℝ) →ₗ[ℝ] Matrix (n ⊕ n) (n ⊕ n) ℂ :=
    { toFun := fun Q => (quaternionEquiv n Q).1
      map_add' := fun P Q => by simp
      map_smul' := fun r Q => by simp }
  have hL : Function.Injective L := fun P Q h =>
    (quaternionEquiv n).injective (Subtype.ext h)
  -- the isomorphism carries Hermitian matrices onto Hermitian matrices
  have hmap : (hermitian n (Quaternion ℝ)).map L = kramersHermitian n := by
    ext M
    constructor
    · rintro ⟨Q, hQ, rfl⟩
      have hQ' : Qᴴ = Q := hQ
      refine ⟨(quaternionEquiv n Q).2, ?_⟩
      change (quaternionEquiv n Q).1ᴴ = (quaternionEquiv n Q).1
      rw [← quaternionEquiv_adjoint, hQ']
    · rintro ⟨hM, hH⟩
      have hH' : Mᴴ = M := hH
      have hx : (quaternionEquiv n ((quaternionEquiv n).symm ⟨M, hM⟩)).1 = M :=
        congrArg Subtype.val ((quaternionEquiv n).apply_symm_apply ⟨M, hM⟩)
      refine ⟨(quaternionEquiv n).symm ⟨M, hM⟩, ?_, hx⟩
      change ((quaternionEquiv n).symm ⟨M, hM⟩)ᴴ = (quaternionEquiv n).symm ⟨M, hM⟩
      apply (quaternionEquiv n).injective
      apply Subtype.ext
      rw [quaternionEquiv_adjoint, hx, hH']
  have h4 : Module.finrank ℝ (Quaternion ℝ) = 4 := Quaternion.finrank_eq_four
  have : Module.Finite ℝ (Quaternion ℝ) :=
    Module.finite_of_finrank_pos (by rw [h4]; norm_num)
  have h := finrank_hermitian (m := n) (K := Quaternion ℝ)
    (Complex.reCLM.toLinearMap ∘ₗ fstPart) (by simp [fstPart]; rfl) (by
      intro q hq
      have h1 := congrArg (fun x : Quaternion ℝ => x.imI) hq
      have h2 := congrArg (fun x : Quaternion ℝ => x.imJ) hq
      have h3 := congrArg (fun x : Quaternion ℝ => x.imK) hq
      simp at h1 h2 h3
      apply Quaternion.ext
      · change q.re * 1 = q.re
        ring
      · change q.re * 0 = q.imI
        linarith
      · change q.re * 0 = q.imJ
        linarith
      · change q.re * 0 = q.imK
        linarith)
  rw [h4, (Submodule.equivMapOfInjective L hL _).finrank_eq, hmap] at h
  have h' : (Module.finrank ℝ (kramersHermitian n) : ℝ)
      = (Fintype.card n : ℝ) * (2 * Fintype.card n - 1) := by
    rw [h]
    push_cast
    ring
  exact_mod_cast h'

end

end KramersQuaternion
```

```lean
#print axioms KramersQuaternion.commutes_timeReversal_iff
-- 'KramersQuaternion.commutes_timeReversal_iff' depends on axioms: [propext, Classical.choice, Quot.sound]
#print axioms KramersQuaternion.finrank_hermitian_complex
-- 'KramersQuaternion.finrank_hermitian_complex' depends on axioms: [propext, Classical.choice, Quot.sound]
#print axioms KramersQuaternion.finrank_kramersHermitian
-- 'KramersQuaternion.finrank_kramersHermitian' depends on axioms: [propext, Classical.choice, Quot.sound]
```
